# A frontier gap is equivalent to a unique closed-shell ground state for non-interacting electrons

When 2N non-interacting electrons occupy N orbitals in pairs, is the state of lowest energy unique? The answer depends on what represents the state. Here it is the projector P onto the space of occupied orbitals, and not a list of orbitals: reversing the sign of one orbital changes the list but leaves the state as it was, so no list could ever be unique.

Let H be a real symmetric n × n matrix with eigenvalues e_1 ≥ … ≥ e_n, and let 1 ≤ N < n. The competitors are the real matrices P with Pᵀ = P, P² = P and rank N. The claim is that exactly one of them maximises trace(HP) if and only if e_N > e_(N+1).

A maximum appears because of the sign convention of Hückel theory. In its simplest form, for the π electrons of a conjugated hydrocarbon, the one-electron Hamiltonian is α1 + βA, where A is the adjacency matrix of the conjugated carbon atoms, α is the energy of an electron in a single carbon p orbital, and β < 0 is the coupling between bonded neighbours. The energy is 2αN + 2β trace(AP), so with H = A the largest eigenvalues are the lowest orbital energies. For any other one-electron Hamiltonian given by a real symmetric matrix h in an orthonormal basis, take H = −h.

## Populations measured from the middle of the gap

Let U be an orthogonal matrix whose columns are eigenvectors of H in the order of the e_i. Put D = UᵀHU = diag(e_1, …, e_n) and Q = UᵀPU. Then Q is symmetric, has rank N, and satisfies

Q² = UᵀP(UUᵀ)PU = UᵀP²U = Q.

With q_i = Q_ii, the population of orbital i per spin,

trace(HP) = trace(DQ) = Σ_i e_i q_i.

Since P = UQUᵀ, maximisers P for H correspond one to one to maximisers Q for D.

An idempotent matrix acts as the identity on its range and as zero on its kernel, so its trace equals its rank, and Σ_i q_i = N. The diagonal of Q = Q² reads

q_i = Σ_j Q_ij² ≥ q_i²,

which gives 0 ≤ q_i ≤ 1.

Let F be the diagonal matrix with entries f_i = 1 for i ≤ N and f_i = 0 otherwise, and let μ = (e_N + e_(N+1))/2. Both sets of populations sum to N, so μ drops out of

Σ_i (e_i − μ)(f_i − q_i) = trace(DF) − trace(DQ).

For i ≤ N both factors on the left are ≥ 0; for i > N both are ≤ 0. Every term is therefore nonnegative, and F is a maximiser, with or without a gap.

Suppose e_N > e_(N+1). Then e_i ≠ μ for every i. If Q is also a maximiser, the sum vanishes, each term vanishes, and q_i = f_i. Each q_i is now 0 or 1, so

Σ_(j≠i) Q_ij² = q_i − q_i² = 0.

The off-diagonal elements are zero and Q = F. In the original basis the only maximiser is UFUᵀ. Complex orbitals would not change this: P is then Hermitian, and the same argument holds with |Q_ij|² in place of Q_ij². The Lean proof treats real P only.

Suppose instead e_N = e_(N+1). Let G fill levels 1, …, N−1 and N+1. Then

trace(DG) = trace(DF) − e_N + e_(N+1) = trace(DF),

while G_NN = 0 and F_NN = 1. F and G are therefore two different maximisers, and uniqueness fails.

## Why the projector must be symmetric

Rank and idempotency alone do not suffice. Take H = diag(1, 0), N = 1, and for real s the matrix with rows (s, s) and (1−s, 1−s). It is idempotent of rank 1, and trace(HP) = s. This is unbounded, so despite the gap no maximiser exists. Symmetry is what confined the populations to the interval from 0 to 1.

## Projectors, levels and maximisers in Lean

Orbitals are indexed by `Fin n`, which counts from 0.

```lean
import Mathlib

open Matrix

namespace ClosedShellUniqueness

noncomputable section

variable {n N : ℕ} {H U P : Matrix (Fin n) (Fin n) ℝ} {e : Fin n → ℝ} {homo lumo : Fin n}
```

The three fields of the next structure are the three conditions on P, with `rank` the ordinary matrix rank.

```lean
/-- `P` is an orthogonal projector of rank `N`: a real symmetric idempotent matrix of rank `N`. -/
structure IsProjector (N : ℕ) (P : Matrix (Fin n) (Fin n) ℝ) : Prop where
  symm : Pᵀ = P
  idem : P * P = P
  rank_eq : P.rank = N
```

The matrix `U` and the list `e` are those of the derivation; `Antitone e` says that the eigenvalues do not increase with the index.

```lean
/-- The columns of `U` are orthonormal eigenvectors (orbitals) of `H`, and their eigenvalues `e`
are listed in non-increasing order. -/
structure IsOrderedEigenbasis (H U : Matrix (Fin n) (Fin n) ℝ) (e : Fin n → ℝ) : Prop where
  anti : Antitone e
  orth : Uᵀ * U = 1
  eigen : H * U = U * diagonal e
```

A maximiser must itself be a competitor and must do at least as well as every other one.

```lean
/-- `P` maximises `trace (H P)` among all orthogonal projectors of rank `N`. -/
def IsMaximiser (H : Matrix (Fin n) (Fin n) ℝ) (N : ℕ) (P : Matrix (Fin n) (Fin n) ℝ) : Prop :=
  IsProjector N P ∧ ∀ Q, IsProjector N Q → (H * Q).trace ≤ (H * P).trace
```

F and G are both instances of `fill S`, for different sets `S` of occupied levels.

```lean
/-- The diagonal matrix with occupation one on the levels in `S` and zero on the others. -/
def fill (S : Finset (Fin n)) : Matrix (Fin n) (Fin n) ℝ :=
  diagonal (fun i => if i ∈ S then (1 : ℝ) else 0)
```

The main theorem takes an ordered eigenbasis as a hypothesis. The next result shows that every real symmetric matrix has one: it takes Mathlib's orthonormal eigenvectors and permutes them by sorting the negated eigenvalues.

```lean
/-- Every real symmetric matrix has an ordered orthonormal eigenbasis. -/
theorem exists_orderedEigenbasis (hH : Hᵀ = H) : ∃ U e, IsOrderedEigenbasis H U e := by
  have hh : H.IsHermitian := by
    rw [Matrix.IsHermitian, Matrix.conjTranspose_eq_transpose_of_trivial]
    exact hH
  -- sort the eigenvalues in non-increasing order
  let σ := Tuple.sort (fun i => -hh.eigenvalues i)
  let V : Matrix (Fin n) (Fin n) ℝ := fun i j => (hh.eigenvectorBasis (σ j)).ofLp i
  refine ⟨V, fun i => hh.eigenvalues (σ i), fun i j hij => ?_, ?_, ?_⟩
  · exact neg_le_neg_iff.mp (Tuple.monotone_sort (fun i => -hh.eigenvalues i) hij)
  · ext i j
    have h := orthonormal_iff_ite.mp hh.eigenvectorBasis.orthonormal (σ i) (σ j)
    simp only [σ.injective.eq_iff] at h
    rw [Matrix.mul_apply, Matrix.one_apply, ← h, PiLp.inner_apply]
    refine Finset.sum_congr rfl fun k _ => ?_
    change V k i * V k j = _
    simp [V, mul_comm]
  · ext i j
    have h : (H * V) i j = hh.eigenvalues (σ j) * V i j :=
      congrFun (hh.mulVec_eigenvectorBasis (σ j)) i
    rw [h, Matrix.mul_diagonal, mul_comm]
```

## Rank, trace and change of basis

To equate rank and trace, the proof regards `P` as a linear projection onto its range, whose trace is the dimension of that range.

```lean
/-- The rank of an idempotent matrix equals its trace. -/
theorem rank_eq_trace (hP : P * P = P) : (P.rank : ℝ) = P.trace := by
  have hproj : LinearMap.IsProj (LinearMap.range (Matrix.toLin' P)) (Matrix.toLin' P) := by
    refine ⟨fun x => LinearMap.mem_range_self _ x, ?_⟩
    rintro _ ⟨y, rfl⟩
    simp only [Matrix.toLin'_apply, Matrix.mulVec_mulVec, hP]
  have ht := hproj.trace
  rw [LinearMap.trace_eq_matrix_trace ℝ (Pi.basisFun ℝ (Fin n)),
    LinearMap.toMatrix_eq_toMatrix', LinearMap.toMatrix'_toLin'] at ht
  rw [ht, Matrix.rank, ← Matrix.toLin'_apply']
```

The following four results carry out the passage between P and Q. The first is the identity U(UᵀAU)Uᵀ = A.

```lean
/-- Going to an orthonormal basis and back restores a matrix. -/
theorem unrotate (hU : U * Uᵀ = 1) (A : Matrix (Fin n) (Fin n) ℝ) :
    U * (Uᵀ * A * U) * Uᵀ = A := by
  calc U * (Uᵀ * A * U) * Uᵀ = (U * Uᵀ) * A * (U * Uᵀ) := by simp only [Matrix.mul_assoc]
    _ = A := by rw [hU, Matrix.one_mul, Matrix.mul_one]
```

Idempotency of the rotated projector is the calculation given above. Its rank is preserved because its trace is, by cyclicity.

```lean
/-- An orthogonal change of basis turns a rank-`N` orthogonal projector into another one. -/
theorem IsProjector.rotate (hP : IsProjector N P) (hU : U * Uᵀ = 1) :
    IsProjector N (Uᵀ * P * U) := by
  have hi : Uᵀ * P * U * (Uᵀ * P * U) = Uᵀ * P * U := by
    calc Uᵀ * P * U * (Uᵀ * P * U) = Uᵀ * P * (U * Uᵀ) * P * U := by
          simp only [Matrix.mul_assoc]
      _ = Uᵀ * (P * P) * U := by rw [hU, Matrix.mul_one]; simp only [Matrix.mul_assoc]
      _ = Uᵀ * P * U := by rw [hP.idem]
  refine ⟨by simp [Matrix.transpose_mul, hP.symm, Matrix.mul_assoc], hi, ?_⟩
  have h : ((Uᵀ * P * U).rank : ℝ) = (P.rank : ℝ) := by
    rw [rank_eq_trace hi, rank_eq_trace hP.idem, Matrix.trace_mul_comm, ← Matrix.mul_assoc,
      hU, Matrix.one_mul]
  rw [← hP.rank_eq]
  exact_mod_cast h
```

For maximisers, a competitor `Q` of the rotated problem is sent back to UQUᵀ, where the maximality of `P` applies.

```lean
/-- An orthogonal change of basis turns maximisers for `H` into maximisers for the
transformed `H`. -/
theorem IsMaximiser.rotate (hP : IsMaximiser H N P) (hU : U * Uᵀ = 1) :
    IsMaximiser (Uᵀ * H * U) N (Uᵀ * P * U) := by
  have ht : ∀ Q, (Uᵀ * H * U * Q).trace = (H * (U * Q * Uᵀ)).trace := fun Q => by
    rw [Matrix.mul_assoc Uᵀ H U, Matrix.mul_assoc Uᵀ, Matrix.trace_mul_comm]
    simp only [Matrix.mul_assoc]
  refine ⟨hP.1.rotate hU, fun Q hQ => ?_⟩
  have hR := hQ.rotate (U := Uᵀ) (by rw [transpose_transpose]; exact mul_eq_one_comm.mp hU)
  rw [transpose_transpose] at hR
  rw [ht Q, ht (Uᵀ * P * U), unrotate hU]
  exact hP.2 _ hR
```

Uniqueness follows by rotating any second maximiser back, identifying it with the first, and rotating again.

```lean
/-- Uniqueness of the maximiser survives an orthogonal change of basis. -/
theorem existsUnique_rotate (hU : U * Uᵀ = 1) (h : ∃! P, IsMaximiser H N P) :
    ∃! P, IsMaximiser (Uᵀ * H * U) N P := by
  obtain ⟨P, hP, hu⟩ := h
  have hV : Uᵀ * Uᵀᵀ = 1 := by rw [transpose_transpose]; exact mul_eq_one_comm.mp hU
  refine ⟨_, IsMaximiser.rotate hP hU, fun Q hQ => ?_⟩
  have hR := IsMaximiser.rotate hQ hV
  have hc := unrotate hV Q
  rw [transpose_transpose] at hc
  rw [transpose_transpose, unrotate hU] at hR
  rw [← hu _ hR]
  exact hc.symm
```

A filled set of N levels is a legitimate competitor; its rank is read off from its trace.

```lean
/-- Filling `N` levels gives an orthogonal projector of rank `N`. -/
theorem fill_isProjector {S : Finset (Fin n)} (hS : S.card = N) : IsProjector N (fill S) := by
  have hi : fill S * fill S = fill S := by
    rw [fill, Matrix.diagonal_mul_diagonal]
    congr 1
    funext i
    by_cases h : i ∈ S <;> simp [h]
  refine ⟨Matrix.diagonal_transpose _, hi, ?_⟩
  have h := rank_eq_trace hi
  nth_rw 2 [fill] at h
  rw [Matrix.trace_diagonal, Finset.sum_boole, Finset.filter_mem_eq_inter,
    Finset.univ_inter, hS] at h
  exact_mod_cast h
```

## The aufbau bound

This lemma works in the eigenbasis, so its `P` is the Q of the derivation. The set `Finset.Iic homo` contains the levels up to and including `homo`, which makes `fill (Finset.Iic homo)` the matrix F.

The step `hrow` is the diagonal of Q = Q², and `h01` bounds the populations. `hc` sorts the levels into filled and empty ones, `hn` shows each term to be nonnegative, and `hd` is the trace identity in which μ drops out. Under a strict gap, `hpop` fixes the populations. Then `hpair` keeps only two terms of the row sum, q_i² + Q_ij² ≤ q_i, which is enough to remove one off-diagonal element at a time.

```lean
/-- Let the levels `e` be non-increasing and let `lumo` be the level after `homo`. Among orthogonal
projectors `P` of rank `homo + 1`, filling the levels up to `homo` gives the largest
`trace (diagonal e * P)`. If `e lumo < e homo`, no other such projector reaches it. -/
theorem aufbau_bound (he : Antitone e) (hl : lumo.val = homo.val + 1)
    (hP : IsProjector (homo.val + 1) P) :
    (diagonal e * P).trace ≤ (diagonal e * fill (Finset.Iic homo)).trace ∧
      (e lumo < e homo → (diagonal e * P).trace = (diagonal e * fill (Finset.Iic homo)).trace →
        P = fill (Finset.Iic homo)) := by
  have hF := fill_isProjector (Fin.card_Iic homo)
  have hrow : ∀ i, P i i = ∑ j, P i j ^ 2 := fun i => by
    have h := congrFun (congrFun hP.idem i) i
    rw [Matrix.mul_apply] at h
    refine h.symm.trans (Finset.sum_congr rfl fun j _ => ?_)
    have hs : P j i = P i j := congrFun (congrFun hP.symm i) j
    rw [hs, sq]
  -- occupations lie between zero and one
  have h01 : ∀ i, 0 ≤ P i i ∧ P i i ≤ 1 := fun i => by
    have hb := Finset.single_le_sum (f := fun j => P i j ^ 2)
      (fun j _ => sq_nonneg _) (Finset.mem_univ i)
    rw [← hrow i] at hb
    exact ⟨(sq_nonneg _).trans hb, by nlinarith [sq_nonneg (P i i - 1)]⟩
  have hc : ∀ i, (fill (Finset.Iic homo) i i = 1 ∧ e homo ≤ e i) ∨
      (fill (Finset.Iic homo) i i = 0 ∧ e i ≤ e lumo) := fun i => by
    by_cases hi : i ≤ homo
    · exact Or.inl ⟨by simp [fill, hi], he hi⟩
    · exact Or.inr ⟨by simp [fill, hi], he (Fin.le_def.mpr (by rw [Fin.le_def] at hi; omega))⟩
  have hf : e lumo ≤ e homo := he (Fin.le_def.mpr (by omega))
  -- measure energies from the middle of the frontier levels
  obtain ⟨μ, hμ⟩ : ∃ μ, μ = (e homo + e lumo) / 2 := ⟨_, rfl⟩
  have hn : ∀ i, 0 ≤ (e i - μ) * (fill (Finset.Iic homo) i i - P i i) := fun i => by
    rcases hc i with ⟨h, hi⟩ | ⟨h, hi⟩
    · rw [h]
      exact mul_nonneg (by linarith) (by linarith [(h01 i).2])
    · rw [h]
      linarith [mul_nonneg (by linarith : 0 ≤ μ - e i) (h01 i).1]
  have hE : ∀ R, (diagonal e * R).trace = ∑ i, e i * R i i := fun R => by
    simp only [Matrix.trace, Matrix.diag_apply, Matrix.diagonal_mul]
  have hs : ∀ R : Matrix (Fin n) (Fin n) ℝ, IsProjector (homo.val + 1) R →
      ∑ i, R i i = ((homo.val + 1 : ℕ) : ℝ) := fun R hR => by
    have ht := rank_eq_trace hR.idem
    rw [hR.rank_eq] at ht
    exact ht.symm
  have hd : ∑ i, (e i - μ) * (fill (Finset.Iic homo) i i - P i i) =
      (diagonal e * fill (Finset.Iic homo)).trace - (diagonal e * P).trace := by
    have hk : ∑ i, (e i - μ) * (fill (Finset.Iic homo) i i - P i i) =
        (∑ i, e i * fill (Finset.Iic homo) i i - ∑ i, e i * P i i) -
          μ * (∑ i, fill (Finset.Iic homo) i i - ∑ i, P i i) := by
      simp only [mul_sub, sub_mul, Finset.sum_sub_distrib, Finset.mul_sum]
      ring
    rw [hk, hs _ hF, hs P hP, hE, hE]
    ring
  refine ⟨by linarith [Finset.sum_nonneg fun i (_ : i ∈ Finset.univ) => hn i], fun hg ht => ?_⟩
  rw [ht, sub_self] at hd
  -- with a strict gap, a vanishing sum of these nonnegative terms fixes every occupation
  have hpop : ∀ i, P i i = fill (Finset.Iic homo) i i := fun i => by
    have hz := (Finset.sum_eq_zero_iff_of_nonneg (fun i _ => hn i)).mp hd i (Finset.mem_univ i)
    have hne : e i - μ ≠ 0 := by
      rcases hc i with ⟨_, hi⟩ | ⟨_, hi⟩
      · exact ne_of_gt (by linarith)
      · exact ne_of_lt (by linarith)
    exact (sub_eq_zero.mp ((mul_eq_zero.mp hz).resolve_left hne)).symm
  ext i j
  by_cases hij : i = j
  · subst hij
    exact hpop i
  -- occupations zero or one leave no room for off-diagonal elements
  have hpair := Finset.sum_le_sum_of_subset_of_nonneg (f := fun k => P i k ^ 2)
    (Finset.subset_univ {i, j}) (fun _ _ _ => sq_nonneg _)
  rw [Finset.sum_pair hij, ← hrow i, hpop i] at hpair
  have hsq : P i j ^ 2 = 0 := by
    refine le_antisymm ?_ (sq_nonneg _)
    rcases hc i with ⟨h, _⟩ | ⟨h, _⟩ <;> rw [h] at hpair <;> linarith
  rw [fill, Matrix.diagonal_apply_ne _ hij]
  exact (pow_eq_zero_iff two_ne_zero).mp hsq
```

## Uniqueness and the gap

In the theorem, `homo.val + 1 = N` and `lumo.val = N` make `homo` the N-th level and `lumo` the next. That both are elements of `Fin n` encodes 1 ≤ N < n. The names follow the chemical order of filling: `homo` has the smallest eigenvalue of H among the filled levels, which in the Hückel convention is the highest occupied energy. The symbol `∃!` means that there is one maximiser and no other.

From left to right, the proof moves uniqueness to the diagonal problem and assumes that there is no gap. It proves in `hG` that G is then a maximiser as well as F, and finds a contradiction in the diagonal entry at `homo`. From right to left, `aufbau_bound` gives uniqueness for the diagonal matrix, and the rotation carries it back to H.

```lean
/-- Closed-shell uniqueness: for `H` with ordered eigenvalues `e`, exactly one rank-`N` orthogonal
projector maximises `trace (H P)` if and only if the `N`-th eigenvalue (`homo`) lies strictly
above the next one (`lumo`). -/
theorem unique_maximiser_iff_gap (h : IsOrderedEigenbasis H U e)
    (hhomo : homo.val + 1 = N) (hlumo : lumo.val = N) :
    (∃! P, IsMaximiser H N P) ↔ e lumo < e homo := by
  subst hhomo
  have hU : U * Uᵀ = 1 := mul_eq_one_comm.mp h.orth
  have hD : Uᵀ * H * U = diagonal e := by
    rw [Matrix.mul_assoc, h.eigen, ← Matrix.mul_assoc, h.orth, Matrix.one_mul]
  have hF : IsMaximiser (diagonal e) (homo.val + 1) (fill (Finset.Iic homo)) :=
    ⟨fill_isProjector (Fin.card_Iic homo), fun Q hQ => (aufbau_bound h.anti hlumo hQ).1⟩
  have hlt : homo < lumo := Fin.lt_def.mpr (by omega)
  constructor
  · intro hu
    have hu' := existsUnique_rotate hU hu
    rw [hD] at hu'
    by_contra hgap
    have hdeg : e homo = e lumo := le_antisymm (not_lt.mp hgap) (h.anti hlt.le)
    -- with degenerate frontier levels, occupying `lumo` instead of `homo` costs nothing
    have hm : lumo ∉ Finset.Iio homo := by simp [hlt.le]
    have hI : Finset.Iic homo = insert homo (Finset.Iio homo) := by
      ext i
      simp [le_iff_eq_or_lt]
    have ht : ∀ S : Finset (Fin n), (diagonal e * fill S).trace = ∑ i ∈ S, e i := fun S => by
      simp [fill, Matrix.diagonal_mul_diagonal, Matrix.trace_diagonal]
    have hG : IsMaximiser (diagonal e) (homo.val + 1)
        (fill (insert lumo (Finset.Iio homo))) := by
      refine ⟨fill_isProjector (by rw [Finset.card_insert_of_notMem hm, Fin.card_Iio]),
        fun Q hQ => (hF.2 Q hQ).trans_eq ?_⟩
      rw [ht, ht, hI, Finset.sum_insert hm, Finset.sum_insert (by simp), hdeg]
    have hp := congrFun (congrFun (hu'.unique hG hF) homo) homo
    simp [fill, hlt.ne] at hp
  · intro hg
    have hu : ∃! P, IsMaximiser (diagonal e) (homo.val + 1) P :=
      ⟨_, hF, fun P hP => (aufbau_bound h.anti hlumo hP.1).2 hg
        (le_antisymm (hF.2 P hP.1) (hP.2 _ hF.1))⟩
    have hr := existsUnique_rotate (U := Uᵀ) (by rw [transpose_transpose]; exact h.orth) hu
    rw [transpose_transpose, ← hD, unrotate hU] at hr
    exact hr

end

end ClosedShellUniqueness
```

```lean
#print axioms ClosedShellUniqueness.exists_orderedEigenbasis
#print axioms ClosedShellUniqueness.unique_maximiser_iff_gap
```

```
'ClosedShellUniqueness.exists_orderedEigenbasis' depends on axioms: [propext, Classical.choice, Quot.sound]
'ClosedShellUniqueness.unique_maximiser_iff_gap' depends on axioms: [propext, Classical.choice, Quot.sound]
```

For Hückel theory and other models whose one-electron Hamiltonian is a fixed real symmetric matrix in a finite orthonormal basis, the theorem says when the closed-shell density matrix 2P of lowest energy is well defined without a further rule for choosing among degenerate orbitals. One step to a real molecule that the hypotheses leave open is the replacement of interacting electrons by a fixed H. In a self-consistent calculation H depends on P, and a gap at one solution says nothing here about whether other solutions exist.
